# A Dyson vector of strength strictly between zero and one overlaps another

## One mode

Take a single fermionic mode with empty state |0⟩ and filled state |1⟩, and let the annihilation operator a act by a|1⟩ = |0⟩ and a|0⟩ = 0. Consider the normalised state

ψ = α|0⟩ + β|1⟩,  |α|² + |β|² = 1.

A superposition of even and odd particle number serves here only as an algebraic illustration. Removing a particle gives aψ = β|0⟩, so the only nonzero removal amplitude is ⟨0|aψ⟩ = β. The only nonzero addition amplitude is ⟨ψ|a|1⟩ = α*, where * denotes complex conjugation.

There is one orbital, so each amplitude is a vector with a single component. The squared norms are w = |β|² and 1 − w = |α|², which add up to one. The squared overlap of the two vectors is

|α|²|β|² = w(1 − w).

It vanishes only if w is 0 or 1. Two nonzero vectors in a one-dimensional space cannot be orthogonal, and for more orbitals the same crowding is expressed by a sum rule.

## The sum rule for n orbitals

Let a_1, …, a_n be operators on a finite-dimensional Hilbert space with

a_p a_q† + a_q† a_p = δ_pq,

where δ_pq is 1 for p = q and 0 otherwise. Let ψ be a unit vector and φ_k an orthonormal basis. Inner products are conjugate-linear in the first argument. The removal and addition vectors have the components

d_k(p) = ⟨φ_k, a_p ψ⟩,  f_k(p) = ⟨ψ, a_p φ_k⟩.

Collect both kinds in one family g_s, where the label s records the kind and the value of k. The overlap of two orbital vectors u and v is ⟨u, v⟩ = Σ_p u(p)* v(p), and the strength of g_s is w_s = ⟨g_s, g_s⟩.

**Resolution of the identity.** Completeness of the basis gives, for the removal part,

Σ_k d_k(p) d_k(q)* = Σ_k ⟨a_q ψ, φ_k⟩⟨φ_k, a_p ψ⟩ = ⟨a_q ψ, a_p ψ⟩ = ⟨ψ, a_q† a_p ψ⟩.

For the addition part, write f_k(p) = ⟨a_p† ψ, φ_k⟩. Then

Σ_k f_k(p) f_k(q)* = Σ_k ⟨a_p† ψ, φ_k⟩⟨φ_k, a_q† ψ⟩ = ⟨a_p† ψ, a_q† ψ⟩ = ⟨ψ, a_p a_q† ψ⟩.

The sum of the two is the expectation value of the anticommutator, and ψ has norm one, so

Σ_s g_s(p) g_s(q)* = δ_pq.

**Expansion and Parseval formula.** Multiply by v(q) and sum over q:

Σ_s g_s(p) ⟨g_s, v⟩ = v(p).

Multiply by u(p)* and sum over p:

Σ_t ⟨u, g_t⟩⟨g_t, v⟩ = ⟨u, v⟩.

**Overlaps within the family.** Set u = v = g_s. Since ⟨g_t, g_s⟩ is the conjugate of ⟨g_s, g_t⟩,

Σ_t |⟨g_s, g_t⟩|² = w_s.

The term t = s equals w_s². Moving it to the right leaves

Σ_{t≠s} |⟨g_s, g_t⟩|² = w_s(1 − w_s).

The left side is nonnegative and so is w_s, hence w_s ≤ 1: no member has norm above one. The left side vanishes exactly when g_s is orthogonal to every other member, and the right side exactly when w_s is 0 or 1. A member with 0 < w_s < 1 therefore overlaps another one. For such a member, the normalised vector e_s = g_s/√w_s satisfies Σ_{t≠s} |⟨e_s, g_t⟩|² = 1 − w_s.

When ψ is an N-electron ground state and the φ_k are energy eigenstates of definite particle number, the nonzero g_s are the Dyson orbitals whose products g_s(p) g_s(q)*, summed over the labels that share a pole, form the residues of the exact one-particle Green's function in a finite set of orthonormal spin orbitals. Within a degenerate level the individual g_s and their strengths depend on the choice of eigenstates. A quasiparticle orbital with weight strictly between zero and one then overlaps at least one other Dyson orbital, which may belong to a satellite. Amplitudes obtained from an approximate self-energy are not treated here.

## States, operators and amplitudes in Lean

The Hilbert space is `E`, the orbitals are labelled by the finite type `ι`, and the basis states by the finite type `κ`.

```lean
import Mathlib

open scoped ComplexConjugate

namespace DysonFrame

noncomputable section

variable {E ι κ : Type*} [NormedAddCommGroup E] [InnerProductSpace ℂ E]
  [FiniteDimensional ℂ E] [Fintype ι] [DecidableEq ι] [Fintype κ]
```

The hypothesis on the operators is the mixed anticommutator, stated by its action on every vector `x`. The relations {a_p, a_q} = 0 are not assumed, because the derivation never uses them; the theorems therefore cover fermionic annihilation operators in particular. No Hamiltonian or particle-number operator appears.

```lean
/-- The anticommutation relation `{a_p, a_q†} = δ_pq`, applied to an arbitrary state. -/
def MixedCAR (a : ι → E →ₗ[ℂ] E) : Prop :=
  ∀ p q x, a p (LinearMap.adjoint (a q) x) + LinearMap.adjoint (a q) (a p x)
    = if p = q then x else 0
```

The index type `κ ⊕ κ` contains two copies of the basis labels: `Sum.inl k` stands for d_k and `Sum.inr k` for f_k. "Another member" thus means another label, and two labels may carry the same vector.

```lean
/-- The Dyson vectors of the state `ψ`: the left copy of the index set carries the removal
amplitudes `⟨φ_k, a_p ψ⟩`, the right copy the addition amplitudes `⟨ψ, a_p φ_k⟩`. -/
def dyson (a : ι → E →ₗ[ℂ] E) (ψ : E) (φ : OrthonormalBasis κ ℂ E) : κ ⊕ κ → ι → ℂ
  | Sum.inl k => fun p => inner ℂ (φ k) (a p ψ)
  | Sum.inr k => fun p => inner ℂ ψ (a p (φ k))
```

Overlap and strength are written as explicit sums over orbitals. This fixes the Euclidean geometry, whereas the norm that Mathlib attaches to the function type `ι → ℂ` is the maximum norm. The Dyson vectors are left unnormalised, since their lengths carry the strengths.

```lean
/-- The overlap of two vectors of orbital amplitudes, conjugate-linear in the first. -/
def overlap (u v : ι → ℂ) : ℂ := ∑ p, conj (u p) * v p

/-- The strength of a vector of orbital amplitudes: its squared norm. -/
def strength (u : ι → ℂ) : ℝ := ∑ p, ‖u p‖ ^ 2
```

Two identities connect these definitions: ⟨u, u⟩ is the strength of u, regarded as a complex number, and exchanging the arguments conjugates the overlap.

```lean
omit [DecidableEq ι] in
/-- The overlap of a vector with itself is its strength. -/
theorem overlap_self (u : ι → ℂ) : overlap u u = (strength u : ℂ) := by
  simp [overlap, strength, Complex.conj_mul']

omit [DecidableEq ι] in
/-- Exchanging the two vectors conjugates their overlap. -/
theorem overlap_symm (u v : ι → ℂ) : overlap v u = conj (overlap u v) := by
  simp [overlap, map_sum, mul_comm]
```

## From the anticommutator to the Parseval formula

`dyson_resolution` states Σ_s g_s(p) g_s(q)* = δ_pq for operators satisfying `MixedCAR` and a state of norm one. The intermediate results `h1` and `h2` are the removal and addition sums, each obtained from the completeness relation `φ.sum_inner_mul_inner`. `Fintype.sum_sum_type` splits the sum over s into these two parts. The adjoints are then moved so that both terms have ψ on the left, and `h p q ψ` applies the anticommutator. The final case distinction separates p = q, where the normalisation of ψ enters, from p ≠ q.

```lean
variable {a : ι → E →ₗ[ℂ] E} {ψ : E}

omit [Fintype ι] in
/-- The removal and addition Dyson vectors together resolve the identity on the
orbital space. -/
theorem dyson_resolution (h : MixedCAR a) (hψ : ‖ψ‖ = 1) (φ : OrthonormalBasis κ ℂ E)
    (p q : ι) :
    ∑ s, dyson a ψ φ s p * conj (dyson a ψ φ s q) = if p = q then 1 else 0 := by
  -- removal part: insert the basis between two annihilated states
  have h1 : ∑ k, dyson a ψ φ (Sum.inl k) p * conj (dyson a ψ φ (Sum.inl k) q)
      = inner ℂ (a q ψ) (a p ψ) := by
    rw [← φ.sum_inner_mul_inner (a q ψ) (a p ψ)]
    refine Finset.sum_congr rfl fun k _ => ?_
    simp only [dyson]
    rw [inner_conj_symm, mul_comm]
  -- addition part: the same with creation operators
  have h2 : ∑ k, dyson a ψ φ (Sum.inr k) p * conj (dyson a ψ φ (Sum.inr k) q)
      = inner ℂ (LinearMap.adjoint (a p) ψ) (LinearMap.adjoint (a q) ψ) := by
    rw [← φ.sum_inner_mul_inner]
    refine Finset.sum_congr rfl fun k _ => ?_
    simp only [dyson]
    rw [inner_conj_symm, LinearMap.adjoint_inner_left, LinearMap.adjoint_inner_right]
  -- the two parts add up to the expectation value of the anticommutator
  rw [Fintype.sum_sum_type, h1, h2, ← LinearMap.adjoint_inner_right (a q) ψ (a p ψ),
    LinearMap.adjoint_inner_left (a p) _ ψ, ← inner_add_right,
    add_comm (LinearMap.adjoint (a q) (a p ψ)), h p q ψ]
  split_ifs
  · simp [inner_self_eq_norm_sq_to_K, hψ]
  · simp
```

The expansion of an arbitrary orbital vector follows by exchanging the sums over s and q. The resolution of the identity then selects the single term q = p.

```lean
/-- Every vector of orbital amplitudes is the sum of the Dyson vectors weighted by its
overlaps with them. -/
theorem dyson_expansion (h : MixedCAR a) (hψ : ‖ψ‖ = 1) (φ : OrthonormalBasis κ ℂ E)
    (v : ι → ℂ) (p : ι) :
    ∑ s, dyson a ψ φ s p * overlap (dyson a ψ φ s) v = v p := by
  calc ∑ s, dyson a ψ φ s p * overlap (dyson a ψ φ s) v
      = ∑ q, (∑ s, dyson a ψ φ s p * conj (dyson a ψ φ s q)) * v q := by
        simp only [overlap, Finset.mul_sum, Finset.sum_mul]
        rw [Finset.sum_comm]
        exact Finset.sum_congr rfl fun _ _ => Finset.sum_congr rfl fun _ _ => by ring
    _ = v p := by
        simp only [dyson_resolution h hψ φ, ite_mul, one_mul, zero_mul,
          Finset.sum_ite_eq, Finset.mem_univ, if_true]
```

The Parseval formula needs one more exchange of sums, after which the expansion is applied inside the sum over p.

```lean
/-- Inserting the whole Dyson family between two vectors of orbital amplitudes
reproduces their overlap. -/
theorem dyson_parseval (h : MixedCAR a) (hψ : ‖ψ‖ = 1) (φ : OrthonormalBasis κ ℂ E)
    (u v : ι → ℂ) :
    ∑ t, overlap u (dyson a ψ φ t) * overlap (dyson a ψ φ t) v = overlap u v := by
  calc ∑ t, overlap u (dyson a ψ φ t) * overlap (dyson a ψ φ t) v
      = ∑ p, conj (u p) * ∑ t, dyson a ψ φ t p * overlap (dyson a ψ φ t) v := by
        simp only [Finset.mul_sum]
        rw [Finset.sum_comm]
        refine Finset.sum_congr rfl fun t _ => ?_
        rw [show overlap u (dyson a ψ φ t) = ∑ p, conj (u p) * dyson a ψ φ t p from rfl,
          Finset.sum_mul]
        exact Finset.sum_congr rfl fun _ _ => by ring
    _ = overlap u v := by
        simp only [dyson_expansion h hψ φ]
        rfl
```

## Strength and orthogonality

`dyson_overlap_sum` is the quantitative result; `Finset.univ.erase s` is the set of all labels except s. In the proof, `total` is the Parseval formula with both vectors equal to g_s, converted from a complex to a real equation. `split` separates the term t = s, and `diag` evaluates it as w_s². The last line rearranges w_s² + Σ_{t≠s} |⟨g_s, g_t⟩|² = w_s. The bound w_s ≤ 1 can be read off from this theorem as in the derivation above, and is not stated as a separate theorem.

```lean
variable [DecidableEq κ]

/-- For a Dyson vector of strength `w`, the squared overlaps with all other members of the
family add up to `w (1 - w)`. -/
theorem dyson_overlap_sum (h : MixedCAR a) (hψ : ‖ψ‖ = 1) (φ : OrthonormalBasis κ ℂ E)
    (s : κ ⊕ κ) :
    ∑ t ∈ Finset.univ.erase s, ‖overlap (dyson a ψ φ s) (dyson a ψ φ t)‖ ^ 2
      = strength (dyson a ψ φ s) * (1 - strength (dyson a ψ φ s)) := by
  have total : ∑ t, ‖overlap (dyson a ψ φ s) (dyson a ψ φ t)‖ ^ 2
      = strength (dyson a ψ φ s) := by
    have hp := dyson_parseval h hψ φ (dyson a ψ φ s) (dyson a ψ φ s)
    rw [overlap_self] at hp
    have hc : ∀ t, overlap (dyson a ψ φ s) (dyson a ψ φ t)
        * overlap (dyson a ψ φ t) (dyson a ψ φ s)
        = ((‖overlap (dyson a ψ φ s) (dyson a ψ φ t)‖ ^ 2 : ℝ) : ℂ) := by
      intro t
      rw [overlap_symm (dyson a ψ φ s) (dyson a ψ φ t), Complex.mul_conj']
      push_cast
      rfl
    simp only [hc] at hp
    exact_mod_cast hp
  -- split off the overlap of the vector with itself
  have split := Finset.add_sum_erase Finset.univ
    (fun t => ‖overlap (dyson a ψ φ s) (dyson a ψ φ t)‖ ^ 2) (Finset.mem_univ s)
  have diag : ‖overlap (dyson a ψ φ s) (dyson a ψ φ s)‖ ^ 2
      = strength (dyson a ψ φ s) ^ 2 := by
    rw [overlap_self, Complex.norm_real, Real.norm_eq_abs, sq_abs]
  simp only [diag, total] at split
  linear_combination split
```

The orthogonality criterion uses the sum rule in both directions. If all other overlaps vanish, then w_s(1 − w_s) = 0 and one factor is zero. Conversely, if w_s is 0 or 1, a sum of nonnegative terms is zero, so each term is zero.

```lean
/-- A Dyson vector is orthogonal to all other members of the family exactly when its
strength is zero or one. -/
theorem dyson_orthogonal_iff (h : MixedCAR a) (hψ : ‖ψ‖ = 1) (φ : OrthonormalBasis κ ℂ E)
    (s : κ ⊕ κ) :
    (∀ t, t ≠ s → overlap (dyson a ψ φ s) (dyson a ψ φ t) = 0) ↔
      strength (dyson a ψ φ s) = 0 ∨ strength (dyson a ψ φ s) = 1 := by
  have hs := dyson_overlap_sum h hψ φ s
  constructor
  · intro ho
    rw [Finset.sum_eq_zero (fun t ht => by simp [ho t (Finset.ne_of_mem_erase ht)])] at hs
    rcases mul_eq_zero.1 hs.symm with h0 | h1
    · exact Or.inl h0
    · exact Or.inr (by linarith)
  · intro hw t ht
    have hz : strength (dyson a ψ φ s) * (1 - strength (dyson a ψ φ s)) = 0 := by
      rcases hw with h0 | h1
      · rw [h0, zero_mul]
      · rw [h1, sub_self, mul_zero]
    rw [hz, Finset.sum_eq_zero_iff_of_nonneg (fun _ _ => by positivity)] at hs
    have h2 := hs t (Finset.mem_erase.2 ⟨ht, Finset.mem_univ t⟩)
    exact norm_eq_zero.1 (pow_eq_zero_iff two_ne_zero |>.1 h2)
```

The existence of an overlapping partner follows by contradiction: if there were none, the criterion would force the strength to be 0 or 1. The theorem does not say which member is the partner, nor whether it belongs to the removal or the addition part.

```lean
/-- A Dyson vector whose strength lies strictly between zero and one has a nonzero overlap
with another member of the family. -/
theorem dyson_exists_overlap (h : MixedCAR a) (hψ : ‖ψ‖ = 1) (φ : OrthonormalBasis κ ℂ E)
    (s : κ ⊕ κ) (h0 : 0 < strength (dyson a ψ φ s)) (h1 : strength (dyson a ψ φ s) < 1) :
    ∃ t, t ≠ s ∧ overlap (dyson a ψ φ s) (dyson a ψ φ t) ≠ 0 := by
  by_contra hn
  push Not at hn
  rcases (dyson_orthogonal_iff h hψ φ s).1 hn with h2 | h2 <;> linarith
```

## A pair state of two modes

A concrete example shows that the hypotheses admit a Dyson vector of intermediate strength. Lean numbers the two modes 0 and 1, and the four basis states 0 to 3: empty, mode 0 filled, mode 1 filled, both filled. The minus sign in the second operator is the fermionic sign acquired in passing the filled mode 0.

```lean
/-- Annihilation operators of two fermionic modes on `ℂ⁴`, with the basis ordered as empty,
first mode filled, second mode filled, both filled. -/
def lower : Fin 2 → EuclideanSpace ℂ (Fin 4) →ₗ[ℂ] EuclideanSpace ℂ (Fin 4) :=
  ![{ toFun := fun x => !₂[x 1, 0, x 3, 0]
      map_add' := by intro x y; ext i; fin_cases i <;> simp
      map_smul' := by intro c x; ext i; fin_cases i <;> simp },
    { toFun := fun x => !₂[x 2, -x 3, 0, 0]
      map_add' := by intro x y; ext i; fin_cases i <;> simp [add_comm]
      map_smul' := by intro c x; ext i; fin_cases i <;> simp }]
```

The state has amplitude 3/5 on the empty state and 4/5 on the doubly filled one. It mixes particle numbers 0 and 2, as a pairing state does.

```lean
/-- A superposition of the empty and the doubly filled state of two modes. -/
def pairState : EuclideanSpace ℂ (Fin 4) := !₂[3 / 5, 0, 0, 4 / 5]
```

For basis state 1 the removal amplitudes are ⟨φ_1, a_0 ψ⟩ = 0 and ⟨φ_1, a_1 ψ⟩ = −4/5, so the Dyson vector is d_1 = (0, −4/5), of strength 16/25. Its partner is the addition vector f_2 = (0, 3/5). Their overlap is −12/25, and its square is 144/625 = (16/25)(9/25), the full amount required by the sum rule. After normalisation the two vectors differ only by a sign, so they are parallel, as in the one-mode case.

The theorem checks the anticommutation relation, the normalisation of the state and the strength of d_1. For the first part, `hadj` identifies the adjoints with explicit creation operators by comparing inner products with an arbitrary vector; the relation is then verified component by component.

```lean
/-- The two-mode operators obey the anticommutation relation, the pair state is normalised,
and its removal Dyson vector to the state with the first mode filled has strength 16/25. -/
theorem dyson_witness : MixedCAR lower ∧ ‖pairState‖ = 1 ∧
    strength (dyson lower pairState (EuclideanSpace.basisFun (Fin 4) ℂ) (Sum.inl 1))
      = 16 / 25 := by
  refine ⟨?_, ?_, ?_⟩
  · -- the adjoints are the creation operators, read off from their matrix elements
    have hadj : ∀ q x, LinearMap.adjoint (lower q) x
        = (![!₂[0, x 0, 0, x 2], !₂[0, 0, x 0, -x 1]] :
            Fin 2 → EuclideanSpace ℂ (Fin 4)) q := by
      intro q x
      refine ext_inner_right ℂ fun y => ?_
      rw [LinearMap.adjoint_inner_left]
      fin_cases q <;> simp [lower, PiLp.inner_apply, Fin.sum_univ_four]
    intro p q x
    rw [hadj, hadj]
    ext i
    fin_cases p <;> fin_cases q <;> fin_cases i <;> simp [lower]
  · have hsq : ‖pairState‖ ^ 2 = 1 := by
      rw [EuclideanSpace.norm_sq_eq]
      simp [pairState, Fin.sum_univ_four]
      norm_num
    exact (pow_eq_one_iff_of_nonneg (norm_nonneg _) two_ne_zero).1 hsq
  · simp [strength, dyson, lower, pairState, Fin.sum_univ_two,
      EuclideanSpace.inner_single_left]
    norm_num

end

end DysonFrame
```

```lean
#print axioms DysonFrame.dyson_exists_overlap
```

```
'DysonFrame.dyson_exists_overlap' depends on axioms: [propext, Classical.choice, Quot.sound]
```
